# Repulsive mean-field lattice condensates with nonpositive hopping elements have a single ground-state density

Let H be a real matrix on a finite set of sites with Hᵢⱼ ≤ 0 whenever i ≠ j, and let g > 0. If two real amplitudes x and y with Σᵢ xᵢ² = Σᵢ yᵢ² = 1 both minimize

E(x) = Σᵢⱼ Hᵢⱼ xᵢ xⱼ + (g/2) Σᵢ xᵢ⁴

among all such amplitudes, then xᵢ² = yᵢ² on every site i. In this finite, real, mean-field model, two condensate calculations started from different guesses must therefore agree on the density if both reach the global minimum. A run that stops at a higher stationary point does not meet that condition.

The diagonal of H holds the site potentials, which may have any sign. The off-diagonal entries are hopping elements, and their sign condition is the one satisfied by the usual nearest-neighbour discretization of the kinetic energy. The constant g is the strength of the contact interaction, with the particle number absorbed into it (and, for a discretized continuum, the inverse of the cell volume), and g > 0 means repulsion. H is not assumed symmetric, since the energy depends only on its symmetric part.

## Energy, normalization and ground states

The sites form a finite type `ι`, and an amplitude is a function `ι → ℝ`. Complex amplitudes, and with them states that carry a current, are not part of the model. For symmetric H with nonpositive hopping elements this does not affect the ground-state density, because replacing a complex amplitude by its modulus keeps the density and does not raise the energy.

```lean
import Mathlib

open Matrix

namespace GrossPitaevskiiDensity

noncomputable section

variable {ι : Type*} [Fintype ι]
```

The energy is the functional E above. In Lean, `⬝ᵥ` is the dot product and `*ᵥ` applies a matrix to a vector, so `x ⬝ᵥ H *ᵥ x` is ⟨x,Hx⟩.

```lean
/-- The lattice Gross-Pitaevskii energy `⟨x, H x⟩ + (g/2) ∑ xᵢ⁴` of a real amplitude `x`. -/
def energy (H : Matrix ι ι ℝ) (g : ℝ) (x : ι → ℝ) : ℝ :=
  x ⬝ᵥ H *ᵥ x + g / 2 * ∑ i, x i ^ 4
```

The density on site i is xᵢ², and the densities must add up to one:

Σᵢ xᵢ² = 1.

```lean
/-- The site densities `xᵢ²` add up to one. -/
def Normalized (x : ι → ℝ) : Prop := ∑ i, x i ^ 2 = 1
```

A ground state is a normalized x with E(x) ≤ E(u) for every normalized u. This is global minimality, which is stronger than solving the stationary Gross-Pitaevskii equation.

```lean
/-- A ground state is a normalized real amplitude whose energy is minimal among all
normalized real amplitudes. -/
def IsGroundState (H : Matrix ι ι ℝ) (g : ℝ) (x : ι → ℝ) : Prop :=
  Normalized x ∧ ∀ u, Normalized u → energy H g x ≤ energy H g u
```

## A trial state with the mean density

Given two amplitudes x and y, average their densities and take the nonnegative square root:

zᵢ = √((xᵢ² + yᵢ²)/2).

```lean
/-- The nonnegative amplitude whose density is the mean of the densities of `x` and `y`. -/
def blend (x y : ι → ℝ) (i : ι) : ℝ := √((x i ^ 2 + y i ^ 2) / 2)
```

The number under the root is nonnegative, so squaring returns it:

zᵢ² = (xᵢ² + yᵢ²)/2.

If x and y are normalized, summing over i shows that z is normalized too.

```lean
omit [Fintype ι] in
/-- The density of the blended amplitude is the mean of the two densities. -/
theorem blend_sq (x y : ι → ℝ) (i : ι) : blend x y i ^ 2 = (x i ^ 2 + y i ^ 2) / 2 :=
  Real.sq_sqrt (by positivity)
```

## Hopping energy does not rise above the mean

Written out over pairs of sites, the quadratic energy is

⟨x,Hx⟩ = Σᵢ Σⱼ Hᵢⱼ xᵢ xⱼ.

```lean
/-- The quadratic energy written as a double sum over sites. -/
theorem quadratic_eq_sum (H : Matrix ι ι ℝ) (x : ι → ℝ) :
    x ⬝ᵥ H *ᵥ x = ∑ i, ∑ j, H i j * (x i * x j) := by
  simp only [dotProduct, Matrix.mulVec, Finset.mul_sum]
  refine Finset.sum_congr rfl fun i _ => Finset.sum_congr rfl fun j _ => ?_
  ring
```

Compare this double sum for z with the mean of the sums for x and y, term by term. On the diagonal the two agree, because zᵢ² is the mean of xᵢ² and yᵢ². For i ≠ j, start from the identity

(xᵢ² + yᵢ²)(xⱼ² + yⱼ²) − (xᵢxⱼ + yᵢyⱼ)² = (xᵢyⱼ − yᵢxⱼ)² ≥ 0.

Taking square roots and halving gives

zᵢzⱼ = ½ √((xᵢ² + yᵢ²)(xⱼ² + yⱼ²)) ≥ ½ (xᵢxⱼ + yᵢyⱼ).

Multiplication by Hᵢⱼ ≤ 0 reverses the inequality, and the sum over all pairs is

⟨z,Hz⟩ ≤ (⟨x,Hx⟩ + ⟨y,Hy⟩)/2.

The proof splits on `i = j` in the same way. In the off-diagonal case `mul_le_mul_of_nonpos_left` uses the sign of the hopping element, `Real.sqrt_mul` merges the two roots, and `nlinarith` receives the square (xᵢyⱼ − yᵢxⱼ)² as its hint.

```lean
/-- If the off-diagonal entries of `H` are nonpositive, blending two amplitudes does not raise
the quadratic energy above the mean of the two. -/
theorem quadratic_blend_le (H : Matrix ι ι ℝ) (hH : ∀ i j, i ≠ j → H i j ≤ 0)
    (x y : ι → ℝ) :
    blend x y ⬝ᵥ H *ᵥ blend x y ≤ (x ⬝ᵥ H *ᵥ x + y ⬝ᵥ H *ᵥ y) / 2 := by
  rw [quadratic_eq_sum, quadratic_eq_sum, quadratic_eq_sum]
  calc ∑ i, ∑ j, H i j * (blend x y i * blend x y j)
      ≤ ∑ i, ∑ j, H i j * ((x i * x j + y i * y j) / 2) := by
        refine Finset.sum_le_sum fun i _ => Finset.sum_le_sum fun j _ => ?_
        by_cases hij : i = j
        · subst hij
          apply le_of_eq
          linear_combination H i i * blend_sq x y i
        · -- Cauchy-Schwarz for the pairs `(xᵢ, yᵢ)` and `(xⱼ, yⱼ)`
          refine mul_le_mul_of_nonpos_left ?_ (hH i j hij)
          unfold blend
          rw [← Real.sqrt_mul (by positivity)]
          refine (le_abs_self _).trans (Real.abs_le_sqrt ?_)
          nlinarith [sq_nonneg (x i * y j - y i * x j)]
    _ = _ := by
        rw [← Finset.sum_add_distrib, Finset.sum_div]
        refine Finset.sum_congr rfl fun i _ => ?_
        rw [← Finset.sum_add_distrib, Finset.sum_div]
        refine Finset.sum_congr rfl fun j _ => ?_
        ring
```

## Repulsion rewards the averaged density

For the interaction energy, put a = xᵢ² and b = yᵢ². Then

zᵢ⁴ = ((a + b)/2)² = (a² + b²)/2 − (a − b)²/4.

Summing over sites and multiplying by g/2 turns the last term into −(g/8) Σᵢ (xᵢ² − yᵢ²)². Together with the hopping estimate this yields

E(z) + (g/8) Σᵢ (xᵢ² − yᵢ²)² ≤ (E(x) + E(y))/2.

This inequality holds for either sign of g; repulsion is what makes the extra term on the left nonnegative. In the proof, `quartic` is the summed identity for zᵢ⁴. It is rewritten into the energy of z, and `linarith` then concludes from the hopping estimate `hq`.

```lean
/-- If the off-diagonal entries of `H` are nonpositive, the energy of the blended amplitude plus
`g/8` times the squared density difference is at most the mean energy of `x` and `y`. -/
theorem energy_blend_le (H : Matrix ι ι ℝ) (hH : ∀ i j, i ≠ j → H i j ≤ 0) (g : ℝ)
    (x y : ι → ℝ) :
    energy H g (blend x y) + g / 8 * ∑ i, (x i ^ 2 - y i ^ 2) ^ 2
      ≤ (energy H g x + energy H g y) / 2 := by
  have quartic : ∑ i, blend x y i ^ 4 =
      (∑ i, x i ^ 4 + ∑ i, y i ^ 4) / 2 - (∑ i, (x i ^ 2 - y i ^ 2) ^ 2) / 4 := by
    rw [← Finset.sum_add_distrib, Finset.sum_div, Finset.sum_div, ← Finset.sum_sub_distrib]
    refine Finset.sum_congr rfl fun i _ => ?_
    have h : blend x y i ^ 4 = (blend x y i ^ 2) ^ 2 := by ring
    rw [h, blend_sq]
    ring
  have hq := quadratic_blend_le H hH x y
  unfold energy
  rw [quartic]
  linarith
```

## Nearly minimal energies force nearly equal densities

Suppose E₀ is a lower bound on the energy of all normalized amplitudes, and that x and y are normalized with E(x) ≤ E₀ + ε and E(y) ≤ E₀ + δ. Since z is normalized, E₀ ≤ E(z). Inserting this in the previous inequality gives

E₀ + (g/8) Σᵢ (xᵢ² − yᵢ²)² ≤ E₀ + (ε + δ)/2,

and hence

Σᵢ (xᵢ² − yᵢ²)² ≤ 4(ε + δ)/g.

The bound needs a genuine lower bound E₀. A small change of energy between successive iterations does not supply one.

In the proof, `hz` is the normalization of z, `h1` is E₀ ≤ E(z), and `h2` is the blending inequality.

```lean
/-- Let `H` have nonpositive off-diagonal entries and let `g > 0`. If two normalized amplitudes
have energies within `ε` and `δ` of a lower bound `E₀` on the energy of normalized amplitudes,
their densities differ in summed square by at most `4 (ε + δ) / g`. -/
theorem density_difference_le (H : Matrix ι ι ℝ) (hH : ∀ i j, i ≠ j → H i j ≤ 0)
    {g : ℝ} (hg : 0 < g) {x y : ι → ℝ} (hx : Normalized x) (hy : Normalized y)
    {E₀ ε δ : ℝ} (hE : ∀ u, Normalized u → E₀ ≤ energy H g u)
    (hxE : energy H g x ≤ E₀ + ε) (hyE : energy H g y ≤ E₀ + δ) :
    ∑ i, (x i ^ 2 - y i ^ 2) ^ 2 ≤ 4 * (ε + δ) / g := by
  -- the blended amplitude is an admissible trial state
  have hz : Normalized (blend x y) := by
    unfold Normalized at *
    simp only [blend_sq]
    rw [← Finset.sum_div, Finset.sum_add_distrib, hx, hy]
    norm_num
  have h1 := hE _ hz
  have h2 := energy_blend_le H hH g x y
  rw [le_div_iff₀ hg]
  linarith
```

A two-site example shows the sizes involved. Label the sites 0 and 1, let H have zero diagonal and both off-diagonal entries −1, and take g = 2, so that

E(x) = −2x₀x₁ + x₀⁴ + x₁⁴.

For a normalized x, −2x₀x₁ ≥ −1 and x₀⁴ + x₁⁴ ≥ 1/2. Both bounds are attained at (1,1)/√2, so the minimum is E₀ = −0.5.

Now take x = (0.6, 0.8) and y = (0.8, 0.6). Each has energy

−0.96 + 0.1296 + 0.4096 = −0.4208,

which lies 0.0792 above the minimum. The densities are (0.36, 0.64) and (0.64, 0.36), so the summed squared difference is 2 · 0.28² = 0.1568. The blended amplitude is (1,1)/√2, and the blending inequality reads

−0.5 + 0.0392 = −0.4608 ≤ −0.4208.

The density bound is 4 · (0.0792 + 0.0792)/2 = 0.3168, about twice the actual value 0.1568.

## Exact minimizers share one density

If x and y are both ground states, each has energy no higher than the other, so E(x) = E(y). Take this common value as E₀ and set ε = δ = 0:

Σᵢ (xᵢ² − yᵢ²)² ≤ 0.

A sum of squares that is at most zero has only zero terms, so xᵢ² = yᵢ² for every i. The amplitudes themselves may still differ, since x and −x have the same energy.

Read in words, the Lean statement takes the sign condition `hH`, the repulsion `hg` and two ground states `hx` and `hy`, and returns equality of the densities at an arbitrary site `i`. Inside the proof, `hi` bounds one term by the whole sum and `h0` concludes that this term vanishes.

```lean
/-- For `H` with nonpositive off-diagonal entries and repulsion `g > 0`, any two ground states
have the same density on every site. -/
theorem groundState_density_unique (H : Matrix ι ι ℝ) (hH : ∀ i j, i ≠ j → H i j ≤ 0)
    {g : ℝ} (hg : 0 < g) {x y : ι → ℝ} (hx : IsGroundState H g x)
    (hy : IsGroundState H g y) (i : ι) : x i ^ 2 = y i ^ 2 := by
  have h := density_difference_le H hH hg hx.1 hy.1 (ε := 0) (δ := 0) hx.2
    (by simp) (by simpa using hy.2 x hx.1)
  have hi : (x i ^ 2 - y i ^ 2) ^ 2 ≤ ∑ j, (x j ^ 2 - y j ^ 2) ^ 2 :=
    Finset.single_le_sum (f := fun j => (x j ^ 2 - y j ^ 2) ^ 2)
      (fun j _ => sq_nonneg _) (Finset.mem_univ i)
  have h0 : (x i ^ 2 - y i ^ 2) ^ 2 = 0 :=
    le_antisymm (hi.trans (by simpa using h)) (sq_nonneg _)
  exact sub_eq_zero.1 (pow_eq_zero_iff two_ne_zero |>.1 h0)
```

## A ground state exists on any nonempty set of sites

Normalization forces xᵢ² ≤ 1, so every normalized amplitude lies in the cube −1 ≤ xᵢ ≤ 1. The normalized amplitudes form a closed subset of this cube, hence a compact set. It is nonempty, because all of the amplitude can be placed on a single site. The energy is a polynomial in the xᵢ, therefore continuous, and so it attains its minimum:

E(x) = min { E(u) : Σᵢ uᵢ² = 1 } for some normalized x.

Neither the sign of g nor that of the hopping elements matters here. The proof assembles `hcompact`, `hne` and `hcont` and applies the extreme value theorem, `exists_isMinOn`.

```lean
/-- On a nonempty finite set of sites a ground state exists, for every real matrix `H` and every
real coupling `g`. -/
theorem exists_groundState [Nonempty ι] (H : Matrix ι ι ℝ) (g : ℝ) :
    ∃ x, IsGroundState H g x := by
  classical
  have hclosed : IsClosed {x : ι → ℝ | Normalized x} :=
    isClosed_eq (by fun_prop) continuous_const
  -- the unit sphere is a closed part of a cube
  have hcompact : IsCompact {x : ι → ℝ | Normalized x} := by
    refine IsCompact.of_isClosed_subset
      (isCompact_Icc (a := fun _ : ι => (-1 : ℝ)) (b := fun _ => 1)) hclosed ?_
    intro x hx
    have hb : ∀ i, x i ^ 2 ≤ 1 := fun i =>
      (Finset.single_le_sum (f := fun j => x j ^ 2) (fun j _ => sq_nonneg _)
        (Finset.mem_univ i)).trans (le_of_eq hx)
    exact ⟨fun i => by nlinarith [hb i], fun i => by nlinarith [hb i]⟩
  have hne : {x : ι → ℝ | Normalized x}.Nonempty :=
    ⟨Pi.single (Classical.arbitrary ι) 1, by simp [Normalized, Pi.single_apply]⟩
  have hcont : Continuous (energy H g) := by
    unfold energy
    simp only [quadratic_eq_sum]
    fun_prop
  obtain ⟨x, hx, hmin⟩ := hcompact.exists_isMinOn hne hcont.continuousOn
  exact ⟨x, hx, fun u hu => isMinOn_iff.1 hmin u hu⟩
```

## With real amplitudes, positive hopping elements on a triangle allow two densities

Among real amplitudes, symmetry of H and repulsion do not by themselves give a unique ground-state density. Take three sites 0, 1, 2 with zero diagonal and every off-diagonal entry equal to +1:

Hᵢⱼ = 1 for i ≠ j, Hᵢᵢ = 0.

```lean
/-- Three sites with zero diagonal, each pair coupled by the positive matrix element `1`. -/
def triangle : Matrix (Fin 3) (Fin 3) ℝ := !![0, 1, 1; 1, 0, 1; 1, 1, 0]
```

Each pair of sites occurs twice in the double sum, so

E(u) = 2(u₀u₁ + u₁u₂ + u₀u₂) + (g/2)(u₀⁴ + u₁⁴ + u₂⁴).

```lean
/-- The energy on the triangle, written out. -/
theorem triangle_energy (g : ℝ) (u : Fin 3 → ℝ) :
    energy triangle g u = 2 * (u 0 * u 1 + u 1 * u 2 + u 0 * u 2)
      + g / 2 * (u 0 ^ 4 + u 1 ^ 4 + u 2 ^ 4) := by
  rw [energy, quadratic_eq_sum]
  simp [triangle, Fin.sum_univ_three]
  ring
```

Let g < 4 and let x be a ground state, which exists by the compactness argument. The rotated amplitude (x₁, x₂, x₀) has the same norm and the same energy, so it is a ground state as well. If the two had equal densities, then x₀² = x₁² = x₂² = 1/3.

With such a uniform density each xᵢ is ±1/√3. Equal signs give x₀x₁ + x₁x₂ + x₀x₂ = 1, and one differing sign gives −1/3. Hence

E(x) ≥ −2/3 + (g/2)(3/9) = −2/3 + g/6.

The normalized trial state (1, −1, 0)/√2 has energy

−1 + (g/2)(1/4 + 1/4) = −1 + g/4.

This is lower than −2/3 + g/6 exactly when g/12 < 1/3, that is, when g < 4. So x would not be minimal, a contradiction, and the two ground states have different densities on some site. For 0 < g < 4 the interaction is repulsive, and only the sign condition on the hopping elements fails.

This example depends on the restriction to real amplitudes. If complex ones are admitted, the state (1, ω, ω²)/√3 with ω³ = 1 and ω ≠ 1 has energy −1 + g/6. It attains both the lowest eigenvalue −1 of H and the smallest possible value 1/3 of Σᵢ |uᵢ|⁴, which requires a uniform density. For g > 0 every complex minimizer on this triangle therefore has density 1/3 on each site.

In the proof, `hE` is the invariance under rotation, `hp` is the bound −1/3 obtained from the possible relative signs, and `hEt` is the trial energy, with `s` standing for a number whose square is 1/2. The last `linarith` compares the two energies.

```lean
/-- On the triangle with zero diagonal and every hopping element equal to `1`, if `g < 4` then there
are two ground states with different densities. -/
theorem triangle_density_not_unique {g : ℝ} (hg : g < 4) :
    ∃ x y, IsGroundState triangle g x ∧ IsGroundState triangle g y ∧
      ∃ i, x i ^ 2 ≠ y i ^ 2 := by
  have hnorm : ∀ u : Fin 3 → ℝ, Normalized u ↔ u 0 ^ 2 + u 1 ^ 2 + u 2 ^ 2 = 1 :=
    fun u => by rw [Normalized, Fin.sum_univ_three]
  obtain ⟨x, hx⟩ := exists_groundState triangle g
  have hn := (hnorm x).1 hx.1
  -- rotating the amplitude around the triangle leaves its energy unchanged
  have hE : energy triangle g ![x 1, x 2, x 0] = energy triangle g x := by
    rw [triangle_energy, triangle_energy]
    change 2 * (x 1 * x 2 + x 2 * x 0 + x 1 * x 0)
      + g / 2 * (x 1 ^ 4 + x 2 ^ 4 + x 0 ^ 4) = _
    ring
  refine ⟨x, ![x 1, x 2, x 0], hx, ⟨(hnorm _).2 ?_, fun u hu => hE ▸ hx.2 u hu⟩, ?_⟩
  · change x 1 ^ 2 + x 2 ^ 2 + x 0 ^ 2 = 1
    linarith
  by_contra hno
  have hall : ∀ i, x i ^ 2 = (![x 1, x 2, x 0] : Fin 3 → ℝ) i ^ 2 :=
    fun i => by_contra fun h => hno ⟨i, h⟩
  have h01 : x 0 ^ 2 = x 1 ^ 2 := hall 0
  have h12 : x 1 ^ 2 = x 2 ^ 2 := hall 1
  have a0 : x 0 ^ 2 = 1 / 3 := by linarith
  have a1 : x 1 ^ 2 = 1 / 3 := by linarith
  have a2 : x 2 ^ 2 = 1 / 3 := by linarith
  have fourth : ∀ t c : ℝ, t ^ 2 = c → t ^ 4 = c ^ 2 := fun t c h => by rw [← h]; ring
  -- at uniform density the three pair products sum to at least `-1/3`
  have hp : -(1 / 3) ≤ x 0 * x 1 + x 1 * x 2 + x 0 * x 2 := by
    rcases sq_eq_sq_iff_eq_or_eq_neg.1 h01 with h | h <;>
      rcases sq_eq_sq_iff_eq_or_eq_neg.1 h12 with h' | h' <;>
      rw [h, h'] <;> nlinarith
  -- the trial state `(1, -1, 0)/√2` has lower energy
  obtain ⟨s, hs⟩ : ∃ s : ℝ, s ^ 2 = 1 / 2 := ⟨√(1 / 2), Real.sq_sqrt (by norm_num)⟩
  have ht : Normalized ![s, -s, 0] := by
    refine (hnorm _).2 ?_
    change s ^ 2 + (-s) ^ 2 + (0 : ℝ) ^ 2 = 1
    linarith [neg_sq s]
  have hEt : energy triangle g ![s, -s, 0] = -1 + g / 4 := by
    rw [triangle_energy]
    change 2 * (s * -s + -s * 0 + s * 0) + g / 2 * (s ^ 4 + (-s) ^ 4 + (0 : ℝ) ^ 4) = _
    linear_combination (-2) * hs + g * fourth s _ hs
  have hmin := hx.2 _ ht
  rw [hEt, triangle_energy, fourth _ _ a0, fourth _ _ a1, fourth _ _ a2] at hmin
  linarith

end

end GrossPitaevskiiDensity
```

```lean
#print axioms GrossPitaevskiiDensity.groundState_density_unique
#print axioms GrossPitaevskiiDensity.triangle_density_not_unique
```

```
'GrossPitaevskiiDensity.groundState_density_unique' depends on axioms: [propext, Classical.choice, Quot.sound]
'GrossPitaevskiiDensity.triangle_density_not_unique' depends on axioms: [propext, Classical.choice, Quot.sound]
```
